# The free-induction envelope of a first-order spin-1/2 multiplet is a product of cosines

An observed spin is coupled to $n$ other spins-1/2, labelled by $k$, with real couplings $J_k$ in angular-frequency units. A configuration $s$ assigns each coupled spin a projection $m_k = \pm 1/2$ and displaces the observed line by $\sum_k J_k m_k$. All $2^n$ configurations have equal weight, and $t$ is a real time. The envelope is the average phase factor

$$E(t) = \frac{1}{2^n}\sum_{s} \exp\Big(i t \sum_k J_k m_k\Big).$$

The line's own offset frequency is left out; it would multiply $E(t)$ by a common phase.

## Cosine product, zeros and binomial intensities

For all real $J_k$ and $t$,

$$E(t) = \prod_k \cos(J_k t/2).$$

The envelope is therefore real, and it vanishes exactly when some $J_k t$ is an odd multiple of $\pi$. For $n$ equivalent spins it is $\cos^n(Jt/2)$. If also $J \neq 0$, the line at shift $J(k - n/2)$, where $k$ now counts the spins that are up, has relative intensity $\binom{n}{k}/2^n$.

With no coupled spins, the product is empty: $E(t) = 1$, and one line of intensity 1 sits at zero shift. One coupling gives the doublet $\cos(Jt/2)$.

## Replacing $2^n$ phases by $n$ factors

A code that synthesises a free-induction signal for weakly coupled spins-1/2 can multiply $n$ cosines at each time point instead of summing $2^n$ exponentials. The product also gives a reference value for a density-matrix propagator run with purely first-order couplings and no relaxation. The run must start from in-phase transverse magnetisation of the observed spin, with the coupled spins unpolarised. The product is then the transverse signal of the observed spin on resonance, divided by its initial value. If couplings are stored in hertz, each factor becomes $\cos(\pi J_k t)$.

## From one doublet to the full multiplet

A single coupling contributes two phases:

$$e^{iJt/2} + e^{-iJt/2} = 2\cos(Jt/2).$$

For a fixed configuration, the exponential of a sum is a product:

$$\exp\Big(it\sum_k J_k m_k\Big) = \prod_k e^{itJ_k m_k}.$$

Each $m_k$ takes its two values independently, so the sum over configurations factorises:

$$\sum_s \prod_k e^{itJ_k m_k} = \prod_k \sum_{m_k=\pm1/2} e^{itJ_k m_k} = 2^n \prod_k \cos(J_k t/2).$$

Dividing by $2^n$ gives the identity. A finite product vanishes only if a factor does, and $\cos(J_k t/2) = 0$ means that $J_k t$ is an odd multiple of $\pi$.

For equivalent spins, a configuration with $p$ spins up has shift

$$J\Big(\frac{p}{2} - \frac{n-p}{2}\Big) = J\Big(p - \frac{n}{2}\Big).$$

When $J \neq 0$, this equals $J(k - n/2)$ only for $p = k$, and $\binom{n}{k}$ configurations satisfy that. When $J = 0$, all lines coincide at zero shift, and the binomial formula fails for $n \geq 1$.

## Lean definitions and proofs

```lean
import Mathlib

open Finset

namespace FirstOrderMultiplet

noncomputable section

/-- The projection `m = 1/2` (up, `true`) or `m = -1/2` (down, `false`) of a spin-1/2. -/
def proj : Bool → ℝ
  | true => 1 / 2
  | false => -1 / 2

variable {ι : Type*} [Fintype ι]

/-- The first-order shift `∑ J_k m_k` of the observed line when the coupled spins are in the
configuration `s`, with couplings in angular-frequency units. -/
def lineShift (J : ι → ℝ) (s : ι → Bool) : ℝ :=
  ∑ k, J k * proj (s k)

/-- A single coupling gives a doublet, whose two phase factors add up to `2 cos (J t / 2)`. -/
theorem doublet_sum (J t : ℝ) :
    ∑ b : Bool, Complex.exp (Complex.I * ((t * (J * proj b) : ℝ) : ℂ))
      = 2 * ((Real.cos (J * t / 2) : ℝ) : ℂ) := by
  have h1 : Complex.I * ((t * (J * proj true) : ℝ) : ℂ)
      = ((J * t / 2 : ℝ) : ℂ) * Complex.I := by
    simp only [proj]
    push_cast
    ring
  have h2 : Complex.I * ((t * (J * proj false) : ℝ) : ℂ)
      = -((J * t / 2 : ℝ) : ℂ) * Complex.I := by
    simp only [proj]
    push_cast
    ring
  rw [Fintype.sum_bool, h1, h2, Complex.ofReal_cos, Complex.cos]
  ring

/-- The phase acquired in a given spin configuration is the product of the phases due to the
individual couplings. -/
theorem phase_factorises (J : ι → ℝ) (t : ℝ) (s : ι → Bool) :
    Complex.exp (Complex.I * ((t * lineShift J s : ℝ) : ℂ))
      = ∏ k, Complex.exp (Complex.I * ((t * (J k * proj (s k)) : ℝ) : ℂ)) := by
  rw [← Complex.exp_sum, lineShift, Finset.mul_sum, Complex.ofReal_sum, Finset.mul_sum]

/-- For equivalent spins the line shift depends only on the number of spins that are up. -/
theorem lineShift_equivalent (J : ℝ) (s : ι → Bool) :
    lineShift (fun _ => J) s
      = J * (((univ.filter (fun i => s i = true)).card : ℝ) - (Fintype.card ι : ℝ) / 2) := by
  have h : ∀ b : Bool, proj b = (if b = true then (1 : ℝ) else 0) - 1 / 2 := by
    intro b
    cases b <;> norm_num [proj]
  simp only [lineShift, ← Finset.mul_sum, h, Finset.sum_sub_distrib, Finset.sum_boole,
    Finset.sum_const, Finset.card_univ, nsmul_eq_mul]
  ring

variable [DecidableEq ι]

/-- The free-induction envelope: the uniform average of `exp (i t ∑ J_k m_k)` over all
configurations of the coupled spins. -/
def envelope (J : ι → ℝ) (t : ℝ) : ℂ :=
  (∑ s : ι → Bool, Complex.exp (Complex.I * ((t * lineShift J s : ℝ) : ℂ)))
    / (Fintype.card (ι → Bool) : ℂ)

/-- The relative intensity at shift `ω`: the fraction of spin configurations whose line
falls there. -/
def lineIntensity (J : ι → ℝ) (ω : ℝ) : ℝ :=
  ((univ.filter (fun s : ι → Bool => lineShift J s = ω)).card : ℝ)
    / (Fintype.card (ι → Bool) : ℝ)

/-- The free-induction envelope of a first-order multiplet is the product of the factors
`cos (J_k t / 2)`, one for each coupling. -/
theorem envelope_eq_prod_cos (J : ι → ℝ) (t : ℝ) :
    envelope J t = ((∏ k, Real.cos (J k * t / 2) : ℝ) : ℂ) := by
  -- the sum over configurations factorises into single-spin sums
  have hsum : ∑ s : ι → Bool, ∏ k,
        Complex.exp (Complex.I * ((t * (J k * proj (s k)) : ℝ) : ℂ))
      = ∏ k, ∑ b : Bool, Complex.exp (Complex.I * ((t * (J k * proj b) : ℝ) : ℂ)) := by
    rw [Finset.prod_univ_sum, Fintype.piFinset_univ]
  have hcard : (Fintype.card (ι → Bool) : ℂ) = 2 ^ Fintype.card ι := by simp
  have hne : (2 : ℂ) ^ Fintype.card ι ≠ 0 := pow_ne_zero _ two_ne_zero
  unfold envelope
  simp only [phase_factorises]
  rw [hsum, hcard]
  -- each single-spin sum is a doublet
  simp only [doublet_sum]
  rw [Finset.prod_mul_distrib, Finset.prod_const, Finset.card_univ,
    mul_div_cancel_left₀ _ hne, Complex.ofReal_prod]

/-- The envelope vanishes at time `t` exactly when `J_k t` is an odd multiple of `π` for at
least one coupling. -/
theorem envelope_eq_zero_iff (J : ι → ℝ) (t : ℝ) :
    envelope J t = 0 ↔ ∃ k, ∃ m : ℤ, J k * t = (2 * (m : ℝ) + 1) * Real.pi := by
  rw [envelope_eq_prod_cos, Complex.ofReal_eq_zero, Finset.prod_eq_zero_iff]
  simp only [Finset.mem_univ, true_and, Real.cos_eq_zero_iff]
  refine exists_congr fun k => exists_congr fun m => ?_
  constructor <;> intro h <;> linarith

/-- Coupling to `n` equivalent spins gives the envelope `cos (J t / 2) ^ n`. -/
theorem envelope_equivalent (J t : ℝ) :
    envelope (fun _ : ι => J) t = ((Real.cos (J * t / 2) ^ Fintype.card ι : ℝ) : ℂ) := by
  rw [envelope_eq_prod_cos, Finset.prod_const, Finset.card_univ]

/-- Pascal-triangle rule: for `n` equivalent spins with nonzero coupling `J`, the line at shift
`J (k - n/2)` has relative intensity `n.choose k / 2 ^ n`. -/
theorem lineIntensity_equivalent (J : ℝ) (hJ : J ≠ 0) (k : ℕ) :
    lineIntensity (fun _ : ι => J) (J * ((k : ℝ) - (Fintype.card ι : ℝ) / 2))
      = ((Fintype.card ι).choose k : ℝ) / 2 ^ Fintype.card ι := by
  -- a configuration contributes to this line exactly when `k` spins are up
  have key : ∀ s : ι → Bool,
      lineShift (fun _ => J) s = J * ((k : ℝ) - (Fintype.card ι : ℝ) / 2)
        ↔ (univ.filter (fun i => s i = true)).card = k := by
    intro s
    rw [lineShift_equivalent, mul_right_inj' hJ, sub_left_inj, Nat.cast_inj]
  have hc : (Finset.powersetCard k (univ : Finset ι)).card = (Fintype.card ι).choose k := by
    rw [Finset.card_powersetCard, Finset.card_univ]
  -- such configurations correspond to the `k`-element sets of up spins
  have hset : (univ.filter (fun s : ι → Bool =>
      lineShift (fun _ => J) s = J * ((k : ℝ) - (Fintype.card ι : ℝ) / 2))).card
        = (Fintype.card ι).choose k := by
    rw [← hc]
    refine Finset.card_bij' (fun s _ => univ.filter (fun i => s i = true))
      (fun A _ => fun i => decide (i ∈ A)) ?_ ?_ ?_ ?_
    · intro s hs
      exact Finset.mem_powersetCard.2
        ⟨Finset.subset_univ _, (key s).1 (Finset.mem_filter.1 hs).2⟩
    · intro A hA
      refine Finset.mem_filter.2 ⟨Finset.mem_univ _, (key _).2 ?_⟩
      have hk := (Finset.mem_powersetCard.1 hA).2
      simpa using hk
    · intro s _
      funext i
      simp
    · intro A _
      ext i
      simp
  have hcard : (Fintype.card (ι → Bool) : ℝ) = 2 ^ Fintype.card ι := by simp
  unfold lineIntensity
  rw [hset, hcard]

end

end FirstOrderMultiplet
```

```lean
#print axioms FirstOrderMultiplet.envelope_eq_prod_cos
-- 'FirstOrderMultiplet.envelope_eq_prod_cos' depends on axioms: [propext, Classical.choice, Quot.sound]
#print axioms FirstOrderMultiplet.envelope_eq_zero_iff
-- 'FirstOrderMultiplet.envelope_eq_zero_iff' depends on axioms: [propext, Classical.choice, Quot.sound]
#print axioms FirstOrderMultiplet.envelope_equivalent
-- 'FirstOrderMultiplet.envelope_equivalent' depends on axioms: [propext, Classical.choice, Quot.sound]
#print axioms FirstOrderMultiplet.lineIntensity_equivalent
-- 'FirstOrderMultiplet.lineIntensity_equivalent' depends on axioms: [propext, Classical.choice, Quot.sound]
```

## Ideal first-order lines with equal populations

The finite type `ι` labels the coupled spins, so $n$ is `Fintype.card ι`. A configuration is a function `ι → Bool`, which `proj` converts to projections $\pm 1/2$. `envelope` is complex-valued, and `envelope_eq_prod_cos` equates it with a real product regarded as a complex number. `lineIntensity` is the fraction of configurations whose shift equals a given real number exactly; a code that bins floating-point frequencies needs a tolerance.

`doublet_sum` and `phase_factorises` are the first two steps of the derivation. In the main theorem, `Finset.prod_univ_sum` exchanges the sum over configurations with the product over spins, and `mul_div_cancel_left₀` removes the factor $2^n$. `envelope_eq_zero_iff` then applies the known zeros of the cosine, while `envelope_equivalent` collapses the product to a power.

For the intensities, `lineShift_equivalent` expresses the shift through the number of up spins. The hypothesis `hJ` lets the proof cancel $J$, and `Finset.card_bij'` matches the contributing configurations with the $k$-element subsets of `ι`.

The first-order shift is a definition here, not derived from a spin Hamiltonian. It represents the weak-coupling regime, where the coupling constant of any two spins is small compared with the difference between their resonance frequencies. Magnetically equivalent spins, which share one resonance frequency and couple equally to each spin outside their group, are an exception: the scalar coupling among them may have any size, because it does not affect the observed line. Equal weights represent the high-temperature limit, in which the populations of the coupled spins' states are practically equal. Strong coupling, relaxation and spins above 1/2 are not covered, nor is the rounding error of a numerical evaluation.
